# Force constants that commute with a symmetry group are fixed by the harmonic forces at displacements whose orbits span

A finite-displacement phonon calculation moves a few atoms, computes the forces, and uses the symmetry operations of the undistorted structure to supply the data for displacements that were never run. A linear solve then turns displacements and forces into force constants. For exactly harmonic forces in finitely many coordinates, the result below says when that solve has a unique answer and gives the answer in closed form.

Let $n$ be the finite set of displacement coordinates, such as three Cartesian components for every atom in a supercell. A finite group $G$ acts on displacement vectors through real matrices $\rho(g)$, and $gx$ is short for $\rho(g)x$. For a supercell, $\rho(g)$ permutes the atoms and rotates the Cartesian components. A finite set $S$ labels the computed displacements $u_s$ and their forces $f_s$.

```lean
import Mathlib

open Matrix

namespace SymmetryForceConstants

noncomputable section

variable {G S n : Type*} [Group G] [Fintype G] [Fintype S] [Fintype n] [DecidableEq n]
```

## Summing outer products over symmetry images

For two families of vectors $a_s$ and $b_s$, define
$$C(a,b)=\sum_{g\in G}\sum_{s\in S}(g a_s)(g b_s)^T .$$
The two sums needed are $A=C(u,u)$, built from displacements alone, and $B=C(f,u)$, which pairs each rotated force with its rotated displacement. If several operations give the same image of $u_s$, that image is counted once for each of them.

In Lean, $\rho$ is a homomorphism `G →* Matrix n n ℝ`, a family of vectors has type `S → n → ℝ`, and `vecMulVec` is the outer product. Thus $A$ is `orbitCorr ρ u u` and $B$ is `orbitCorr ρ f u`.

```lean
/-- The sum of the outer products `(g a_s) (g b_s)ᵀ` over all symmetry operations `g`
and all samples `s`. -/
def orbitCorr (ρ : G →* Matrix n n ℝ) (a b : S → n → ℝ) : Matrix n n ℝ :=
  ∑ g, ∑ s, vecMulVec (ρ g *ᵥ a s) (ρ g *ᵥ b s)
```

The displacements carry enough information when their images $g u_s$ span the whole space. This condition reads `orbitSpan ρ u = ⊤`, where `orbitSpan` is the following subspace.

```lean
/-- The span of all symmetry images of the sampled displacements. -/
def orbitSpan (ρ : G →* Matrix n n ℝ) (u : S → n → ℝ) : Submodule ℝ (n → ℝ) :=
  Submodule.span ℝ (Set.range fun p : G × S => ρ p.1 *ᵥ u p.2)
```

## Orthogonal operations and the action on a vector

If $R^TR=1$, then
$$(Rx)\cdot(Ry)=(R^TRx)\cdot y=x\cdot y .$$
Rotations and permutations of atoms have this property in Cartesian coordinates. It is used below only to show that the sums $C(a,b)$ commute with the group, a step in the proof about fitted matrices; the formula for $\Phi$ does without it.

```lean
/-- An orthogonal matrix preserves the dot product of two displacements. -/
theorem dot_orthogonal {R : Matrix n n ℝ} (hR : Rᵀ * R = 1) (x y : n → ℝ) :
    (R *ᵥ x) ⬝ᵥ (R *ᵥ y) = x ⬝ᵥ y := by
  rw [Matrix.dotProduct_mulVec, ← Matrix.mulVec_transpose, Matrix.mulVec_mulVec, hR,
    Matrix.one_mulVec]
```

Since $(xy^T)v=(y\cdot v)\,x$, summing over images gives
$$C(a,b)\,v=\sum_{g,s}\big((g b_s)\cdot v\big)\,g a_s .$$
The proof checks the single outer product by components, under the name `key`, and then distributes the matrix action over the sums.

```lean
/-- The orbit sum acts on `v` by weighting each `g a_s` with the overlap of `g b_s` and `v`. -/
theorem orbitCorr_mulVec (ρ : G →* Matrix n n ℝ) (a b : S → n → ℝ) (v : n → ℝ) :
    orbitCorr ρ a b *ᵥ v = ∑ g, ∑ s, ((ρ g *ᵥ b s) ⬝ᵥ v) • (ρ g *ᵥ a s) := by
  have key : ∀ x y : n → ℝ, vecMulVec x y *ᵥ v = (y ⬝ᵥ v) • x := by
    intro x y
    ext i
    simp only [Matrix.mulVec, dotProduct, Matrix.vecMulVec_apply, Pi.smul_apply, smul_eq_mul,
      Finset.sum_mul]
    exact Finset.sum_congr rfl fun j _ => by ring
  simp only [orbitCorr, Matrix.sum_mulVec, key]
```

## When the displacement matrix is invertible

Suppose $Av=0$. Taking the dot product with $v$ gives
$$0=v\cdot Av=\sum_{g,s}\big((g u_s)\cdot v\big)^2 .$$
A sum of squares vanishes only if each term does, so $v$ is orthogonal to every $g u_s$. The `calc` block identifies the quadratic form with the sum of squares; `h1` and `h2` then extract the term for one $g$ and one $s$.

```lean
/-- A vector annihilated by `A = ∑ (g u_s) (g u_s)ᵀ` is orthogonal to every symmetry image
of every displacement. -/
theorem orthogonal_of_kernel (ρ : G →* Matrix n n ℝ) (u : S → n → ℝ) {v : n → ℝ}
    (h0 : orbitCorr ρ u u *ᵥ v = 0) (g : G) (s : S) : (ρ g *ᵥ u s) ⬝ᵥ v = 0 := by
  -- the quadratic form of `A` is a sum of squares
  have h : ∑ g, ∑ s, ((ρ g *ᵥ u s) ⬝ᵥ v) ^ 2 = 0 := by
    calc _ = v ⬝ᵥ (orbitCorr ρ u u *ᵥ v) := by
          rw [orbitCorr_mulVec]
          simp only [dotProduct_sum, dotProduct_smul, smul_eq_mul]
          refine Finset.sum_congr rfl fun g _ => Finset.sum_congr rfl fun s _ => ?_
          rw [dotProduct_comm v, sq]
      _ = 0 := by rw [h0, dotProduct_zero]
  have h1 := (Finset.sum_eq_zero_iff_of_nonneg
    (fun g _ => Finset.sum_nonneg fun s _ => sq_nonneg _)).1 h g (Finset.mem_univ g)
  have h2 := (Finset.sum_eq_zero_iff_of_nonneg
    (fun s _ => sq_nonneg _)).1 h1 s (Finset.mem_univ s)
  exact pow_eq_zero_iff (two_ne_zero) |>.1 h2
```

This settles invertibility in both directions.

If $A$ is invertible, any $x$ can be written as $x=A(A^{-1}x)$. By the formula for the action on a vector, the right-hand side is a linear combination of the $g u_s$, so the images span.

Conversely, let the images span and suppose $\det A=0$. Then some $v\neq0$ satisfies $Av=0$. It is orthogonal to every image, hence to every linear combination of images, hence to itself. So $v\cdot v=0$, which contradicts $v\ne0$. The passage from images to linear combinations is the induction over the span in the second half of the proof.

```lean
/-- The matrix `A = ∑ (g u_s) (g u_s)ᵀ` is invertible exactly when the symmetry images of the
displacements span the whole displacement space. -/
theorem isUnit_iff_orbits_span (ρ : G →* Matrix n n ℝ) (u : S → n → ℝ) :
    IsUnit (orbitCorr ρ u u) ↔ orbitSpan ρ u = ⊤ := by
  rw [Matrix.isUnit_iff_isUnit_det]
  constructor
  · intro hdet
    refine eq_top_iff.2 fun x _ => ?_
    have hx : orbitCorr ρ u u *ᵥ ((orbitCorr ρ u u)⁻¹ *ᵥ x) = x := by
      rw [Matrix.mulVec_mulVec, Matrix.mul_nonsing_inv _ hdet, Matrix.one_mulVec]
    rw [← hx, orbitCorr_mulVec]
    exact Submodule.sum_mem _ fun g _ => Submodule.sum_mem _ fun s _ =>
      Submodule.smul_mem _ _ (Submodule.subset_span ⟨(g, s), rfl⟩)
  · intro hspan
    refine isUnit_iff_ne_zero.2 fun hdet => ?_
    obtain ⟨v, hv, h0⟩ := Matrix.exists_mulVec_eq_zero_iff.2 hdet
    -- a kernel vector is orthogonal to the span, hence to itself
    have hall : ∀ x ∈ orbitSpan ρ u, x ⬝ᵥ v = 0 := by
      intro x hx
      unfold orbitSpan at hx
      induction hx using Submodule.span_induction with
      | mem x hx =>
        obtain ⟨p, rfl⟩ := hx
        exact orthogonal_of_kernel ρ u h0 p.1 p.2
      | zero => exact zero_dotProduct v
      | add x y _ _ hx hy => rw [add_dotProduct, hx, hy, add_zero]
      | smul c x _ hx => rw [smul_dotProduct, hx, smul_zero]
    exact hv (dotProduct_self_eq_zero.1 (hall v (hspan ▸ Submodule.mem_top)))
```

## Recovering the force constants

Let $\Phi$ be the force-constant matrix, with $f_s=-\Phi u_s$. This is the harmonic approximation about a structure with zero forces: anharmonic terms and residual forces are absent. Assume also that $g\Phi=\Phi g$ for every $g$. Physically, the harmonic energy $\tfrac12 u^T\Phi u$ is unchanged by a symmetry operation, which for orthogonal operations and symmetric $\Phi$ amounts to this commutation. Here the commutation is a hypothesis, and $\Phi$ need not be symmetric.

A rotated displacement then produces the rotated force:
$$\Phi(g u_s)=g\Phi u_s=-g f_s .$$
Multiplying on the right by $(g u_s)^T$ and summing,
$$\Phi A=-\sum_{g,s}(g f_s)(g u_s)^T=-B .$$
If the orbits span, $A$ is invertible, and
$$\Phi=-BA^{-1}.$$

The theorem takes the commutation as `hΦ`, the harmonic forces as `hf` and the spanning condition as `hspan`. Its conclusion has two parts, the invertibility of $A$ and the formula. Inside the proof, `hPA` is the equation $\Phi A=-B$, checked by applying both sides to an arbitrary vector $v$ and comparing the sums term by term. The last line cancels $A$.

```lean
/-- If the force-constant matrix commutes with the symmetry operations and the orbits of the
displacements span, then `A = ∑ (g u_s) (g u_s)ᵀ` is invertible and the forces `f_s = -Φ u_s` give
`Φ = -(∑ (g f_s) (g u_s)ᵀ) A⁻¹`. -/
theorem forceConstants_eq (ρ : G →* Matrix n n ℝ) (Φ : Matrix n n ℝ)
    (hΦ : ∀ g, ρ g * Φ = Φ * ρ g) (u f : S → n → ℝ) (hf : ∀ s, f s = -(Φ *ᵥ u s))
    (hspan : orbitSpan ρ u = ⊤) :
    IsUnit (orbitCorr ρ u u) ∧ Φ = -(orbitCorr ρ f u) * (orbitCorr ρ u u)⁻¹ := by
  have hA := (isUnit_iff_orbits_span ρ u).2 hspan
  refine ⟨hA, ?_⟩
  -- each rotated displacement produces the rotated force
  have hPA : Φ * orbitCorr ρ u u = -(orbitCorr ρ f u) := by
    refine Matrix.toLin'.injective (LinearMap.ext fun v => ?_)
    simp only [Matrix.toLin'_apply]
    rw [← Matrix.mulVec_mulVec, Matrix.neg_mulVec, orbitCorr_mulVec, orbitCorr_mulVec]
    simp only [Matrix.mulVec_sum, Matrix.mulVec_smul, ← Finset.sum_neg_distrib]
    refine Finset.sum_congr rfl fun g _ => Finset.sum_congr rfl fun s _ => ?_
    rw [hf s, Matrix.mulVec_neg, smul_neg, neg_neg, Matrix.mulVec_mulVec,
      Matrix.mulVec_mulVec, hΦ g]
  rw [← hPA, Matrix.mul_nonsing_inv_cancel_right _ _ ((Matrix.isUnit_iff_isUnit_det _).1 hA)]
```

A program based on this formula can accumulate the two matrices $A$ and $B$ and solve $KA=-B$ for $K$ without forming the inverse. An eigenvalue of $A$ that is zero, or small compared with the others, marks a direction that the chosen displacements and their images probe not at all, or only weakly.

## Fitting imperfect forces

Computed forces contain numerical noise and anharmonic contributions, so there may be no $\Phi$ that reproduces them exactly. A least-squares fit minimises
$$\sum_{g,s}\lVert g f_s+K g u_s\rVert^2$$
over matrices $K$, and setting the derivative to zero gives $KA=-B$ again. For orthogonal operations and spanning orbits, the solution respects the symmetry whatever the forces are.

First, every orbit sum commutes with the group. For $h\in G$, relabel $g$ as $hg$ in the sum:
$$C(a,b)\,hv=\sum_{g,s}\big((hg b_s)\cdot(hv)\big)\,hg a_s=\sum_{g,s}\big((g b_s)\cdot v\big)\,hg a_s=h\,C(a,b)\,v .$$
The middle equality uses orthogonality. In Lean, `Equiv.sum_comp` performs the relabelling and `dot_orthogonal` removes $h$ from the dot product.

```lean
/-- For orthogonal symmetry operations every orbit sum commutes with the whole group. -/
theorem orbitCorr_commute (ρ : G →* Matrix n n ℝ) (hρ : ∀ g, (ρ g)ᵀ * ρ g = 1)
    (a b : S → n → ℝ) (h : G) : ρ h * orbitCorr ρ a b = orbitCorr ρ a b * ρ h := by
  refine Matrix.toLin'.injective (LinearMap.ext fun v => ?_)
  simp only [Matrix.toLin'_apply]
  rw [← Matrix.mulVec_mulVec, ← Matrix.mulVec_mulVec, orbitCorr_mulVec, orbitCorr_mulVec]
  simp only [Matrix.mulVec_sum, Matrix.mulVec_smul]
  -- relabel the group sum by `g ↦ h g`
  rw [← Equiv.sum_comp (Equiv.mulLeft h)
    (fun g => ∑ s, ((ρ g *ᵥ b s) ⬝ᵥ (ρ h *ᵥ v)) • (ρ g *ᵥ a s))]
  refine Finset.sum_congr rfl fun g _ => Finset.sum_congr rfl fun s _ => ?_
  simp only [Equiv.coe_mulLeft, map_mul, ← Matrix.mulVec_mulVec]
  rw [dot_orthogonal (hρ h)]
```

Now let $KA=-B$. Since $A$ and $B$ both commute with $h$,
$$(hK)A=-hB=-Bh=KAh=(Kh)A ,$$
and cancelling the invertible $A$ gives $hK=Kh$. The theorem starts from the equation $KA=-B$, not from the minimisation, and puts no condition on $f$.

```lean
/-- Let all symmetry operations be orthogonal, let the orbits of the displacements span, and let `A
= ∑ (g u_s) (g u_s)ᵀ`. For arbitrary force data, a matrix `K` that solves `K A = -∑ (g f_s) (g
u_s)ᵀ` commutes with every symmetry operation. -/
theorem fit_commute (ρ : G →* Matrix n n ℝ) (hρ : ∀ g, (ρ g)ᵀ * ρ g = 1)
    (u f : S → n → ℝ) (hspan : orbitSpan ρ u = ⊤) (K : Matrix n n ℝ)
    (hK : K * orbitCorr ρ u u = -(orbitCorr ρ f u)) (h : G) : ρ h * K = K * ρ h := by
  have hA := (isUnit_iff_orbits_span ρ u).2 hspan
  apply hA.mul_right_cancel
  rw [mul_assoc, hK, mul_assoc, orbitCorr_commute ρ hρ u u h, ← mul_assoc, hK, mul_neg,
    neg_mul, orbitCorr_commute ρ hρ f u h]
```

Commuting with the group does not make $K$ a symmetric matrix. With the trivial group and the unit vectors as displacements, the columns of $K$ are the negated forces, which may be anything. Equality of mixed second derivatives has to be imposed separately if noisy data break it.

## Two equivalent coordinates

Take two coordinates that a symmetry operation exchanges. The group consists of the permutations of two objects, and the matrix of $\sigma$ sends the unit vector $e_j$ to $e_{\sigma(j)}$.

```lean
/-- The permutations of two coordinates, acting by permutation matrices. -/
def permRep : Equiv.Perm (Fin 2) →* Matrix (Fin 2) (Fin 2) ℝ where
  toFun σ := Matrix.of fun i j => if i = σ j then 1 else 0
  map_one' := by
    ext i j
    simp only [Matrix.of_apply, Equiv.Perm.one_apply, Matrix.one_apply]
    rfl
  map_mul' σ τ := by
    ext i j
    simp [Matrix.mul_apply]
    rfl
```

With real numbers $a$ and $b$, let
$$\Phi=\begin{pmatrix}a&b\\b&a\end{pmatrix},\qquad u=\begin{pmatrix}1\\0\end{pmatrix},\qquad f=-\Phi u=\begin{pmatrix}-a\\-b\end{pmatrix}.$$
The exchange supplies the second displacement $(0,1)^T$ with force $(-b,-a)^T$. Hence $A=1$ and $B=-\Phi$, and the formula returns $\Phi$ from a single force calculation.

The theorem below confirms the conditions on this example: the operations are orthogonal, they commute with $\Phi$, and the orbit of $u$ spans. The group has only two elements, so the first two claims are checked for each, and the third writes $x$ as $x_0$ times $u$ plus $x_1$ times its exchanged image.

```lean
/-- For two coordinates exchanged by symmetry, the operations are orthogonal, they commute with
the matrix with diagonal `a` and coupling `b`, and the orbit of one displacement spans. -/
theorem forceConstants_witness (a b : ℝ) :
    (∀ g, (permRep g)ᵀ * permRep g = 1) ∧
    (∀ g, permRep g * !![a, b; b, a] = !![a, b; b, a] * permRep g) ∧
    orbitSpan permRep (fun _ : Unit => ![1, 0]) = ⊤ := by
  have hs : permRep (Equiv.swap 0 1) = !![0, 1; 1, 0] := by
    ext i j
    fin_cases i <;> fin_cases j <;> simp [permRep]
  have hc : ∀ σ : Equiv.Perm (Fin 2), σ = 1 ∨ σ = Equiv.swap 0 1 := by decide
  refine ⟨fun g => ?_, fun g => ?_, eq_top_iff.2 fun x _ => ?_⟩
  · rcases hc g with rfl | rfl
    · simp
    · rw [hs]
      ext i j
      fin_cases i <;> fin_cases j <;> simp [Matrix.mul_apply, Fin.sum_univ_succ]
  · rcases hc g with rfl | rfl
    · simp
    · rw [hs]
      ext i j
      fin_cases i <;> fin_cases j <;> simp [Matrix.mul_apply, Fin.sum_univ_succ]
  · have hx : x = x 0 • (permRep 1 *ᵥ ![1, 0]) +
        x 1 • (permRep (Equiv.swap 0 1) *ᵥ ![1, 0]) := by
      rw [map_one, hs]
      ext i
      fin_cases i <;> simp [Matrix.mulVec, dotProduct, Fin.sum_univ_succ]
    rw [hx]
    exact Submodule.add_mem _
      (Submodule.smul_mem _ _ (Submodule.subset_span ⟨(1, ()), rfl⟩))
      (Submodule.smul_mem _ _ (Submodule.subset_span ⟨(Equiv.swap 0 1, ()), rfl⟩))

end

end SymmetryForceConstants
```

The same example shows what happens without commutation. Keep the exchange and the displacement $u=(1,0)^T$, but let the true matrix be $\Phi=\mathrm{diag}(1,2)$. The force is $(-1,0)^T$, and its exchanged copy is $(0,-1)^T$. Again $A=1$, while $-BA^{-1}$ is the identity matrix instead of $\mathrm{diag}(1,2)$. The solve runs without complaint and returns a wrong stiffness for the second coordinate, as can happen in a calculation that assigns a structure more symmetry than it has.

```lean
#print axioms SymmetryForceConstants.forceConstants_eq
#print axioms SymmetryForceConstants.fit_commute
```

```
'SymmetryForceConstants.forceConstants_eq' depends on axioms: [propext, Classical.choice, Quot.sound]
'SymmetryForceConstants.fit_commute' depends on axioms: [propext, Classical.choice, Quot.sound]
```
